# The second-order energy from a solution of the Sternheimer equation, for finite Hermitian matrices

The first-order response of a state is taken here to be any vector that satisfies two conditions, an orthogonality relation and a linear equation. It is not defined by a sum over states or by an inverse of $H-E$. The sum over states then becomes a statement about every such vector, and the unperturbed level may be degenerate as long as a response exists.

## From the linear equation to the sum over states

Let $H$ and $V$ be Hermitian matrices of the same finite size, and write $\langle u,v\rangle=\sum_i \overline{u_i}\,v_i$. Let $\varphi_k$ be an orthonormal basis of eigenvectors, $H\varphi_k=\varepsilon_k\varphi_k$, with real energies $\varepsilon_k$. One of them, $\psi=\varphi_o$ with $E=\varepsilon_o$, is the state to be perturbed. A response $x$ satisfies
$$\langle\psi,x\rangle=0,\qquad (H-E)x=-(V-\langle\psi,V\psi\rangle)\psi .$$

The second condition is the Sternheimer equation. It is the first-order part of the eigenvalue equation for $H+\lambda V$, with the state expanded as $\psi+\lambda x+\dots$; the first condition fixes the component of $x$ along $\psi$. The second-order part, projected on $\psi$, gives the energy coefficient $\langle\psi,Vx\rangle$, which is called the second-order energy below. The theorems start from a given $x$ and concern this number; the expansion in $\lambda$ and the existence and uniqueness of $x$ are not among them. If $E$ is degenerate, a response can exist although no perturbed eigenstate starts from $\psi$, and the number then need not be the energy coefficient of any state.

The claim is that every response satisfies
$$\langle\psi,Vx\rangle=\sum_{k:\,\varepsilon_k\neq\varepsilon_o}\frac{|\langle\varphi_k,V\psi\rangle|^2}{\varepsilon_o-\varepsilon_k}.$$

Take $k\neq o$ and project the linear equation on $\varphi_k$. Since $H$ is Hermitian, $\langle\varphi_k,Hx\rangle=\varepsilon_k\langle\varphi_k,x\rangle$, so the left side is $(\varepsilon_k-\varepsilon_o)\langle\varphi_k,x\rangle$. On the right, the term with $\langle\psi,V\psi\rangle$ vanishes because $\langle\varphi_k,\psi\rangle=0$. After a change of sign,
$$(\varepsilon_o-\varepsilon_k)\langle\varphi_k,x\rangle=\langle\varphi_k,V\psi\rangle .$$

Now move $V$ to the left and insert the complete set of eigenstates:
$$\langle\psi,Vx\rangle=\langle V\psi,x\rangle=\sum_k\langle V\psi,\varphi_k\rangle\langle\varphi_k,x\rangle .$$

There are three kinds of term.

- For $k=o$ the term is zero, because $x$ is orthogonal to $\psi$.
- For $k\neq o$ with $\varepsilon_k=\varepsilon_o$, the projected equation reads $0=\langle\varphi_k,V\psi\rangle$. The coupling vanishes, and with it the term, whatever the amplitude $\langle\varphi_k,x\rangle$ may be.
- For $\varepsilon_k\neq\varepsilon_o$, division by $\varepsilon_o-\varepsilon_k$ gives the amplitude. Since $\langle V\psi,\varphi_k\rangle$ is the complex conjugate of $\langle\varphi_k,V\psi\rangle$, the product is the squared modulus over the energy difference.

This proves the formula. If $E$ is a simple eigenvalue, the sum runs over all the other states. Levels above $E$ contribute terms that are negative or zero, and levels below contribute terms that are positive or zero. A lowest level therefore has a second-order energy that is never positive.

In a finite orthonormal basis, a one-electron Dirac Hamiltonian is a Hermitian matrix of this kind. Its negative-energy states lie below the bound electronic levels and enter the same sum, so the sign rule for a lowest level does not apply to the lowest electronic level.

## The smallest cases

With a single state, orthogonality forces $x=0$; the sum is empty and the second-order energy is zero. With two states, let $H=\mathrm{diag}(0,\Delta)$ with $\Delta>0$, and let $V$ have zero diagonal and $\langle\varphi_1,V\varphi_0\rangle=g$. The response of the lower state is $x=(0,-g/\Delta)$, and the second-order energy is $-|g|^2/\Delta$. This agrees with the expansion of the exact lower eigenvalue of $H+\lambda V$,
$$\frac{\Delta}{2}-\sqrt{\frac{\Delta^2}{4}+\lambda^2|g|^2}=-\frac{\lambda^2|g|^2}{\Delta}+\dots$$

## The error of a trial response

For a vector $y$ orthogonal to $\psi$, the linear equation gives
$$\langle y,(H-E)x\rangle=-\langle y,V\psi\rangle .$$
Setting $y=x$ and taking the complex conjugate, with $H-E$ and $V$ Hermitian, gives
$$\langle\psi,Vx\rangle=-\langle x,(H-E)x\rangle .$$

The Hylleraas functional of $y$ is
$$J(y)=\langle y,(H-E)y\rangle+\langle y,V\psi\rangle+\langle V\psi,y\rangle .$$
Replace the second term by $-\langle y,(H-E)x\rangle$ and the third by its conjugate, $-\langle x,(H-E)y\rangle$. Completing the square then yields
$$J(y)=\langle y-x,(H-E)(y-x)\rangle-\langle x,(H-E)x\rangle ,$$
and the last term is the second-order energy. For an approximate response $y$ orthogonal to $\psi$, the value $J(y)$ thus has an error that is quadratic in $y-x$. Inserting $y$ directly in $\langle\psi,Vy\rangle$ instead gives the error $\langle\psi,V(y-x)\rangle$, which is linear in $y-x$. For a lowest level the error term is nonnegative and $J(y)$ is an upper bound; for a highest level it is nonpositive and $J(y)$ is a lower bound; for a level in between it can have either sign.

## States, responses and eigenbases in Lean

States are functions from a finite index type `n` to the complex numbers. The bracket notation is conjugate-linear in its first argument, as in the formulas above.

```lean
import Mathlib

open Matrix

namespace SternheimerSecondOrder

noncomputable section

variable {n : Type*} [Fintype n]

local notation "⟪" u ", " v "⟫" => dotProduct (star u) v
```

`IsResponse` contains the two defining conditions. The energy `E` is a real number, converted to a complex one where it multiplies a vector. The structure does not itself require `ψ` to be normalised or to be an eigenvector of `H`.

```lean
/-- The vector `x` is a first-order response of the state `ψ` with energy `E` to the
perturbation `V`: it is orthogonal to `ψ` and solves the Sternheimer equation. -/
structure IsResponse (H V : Matrix n n ℂ) (ψ : n → ℂ) (E : ℝ) (x : n → ℂ) : Prop where
  orth : ⟪ψ, x⟫ = 0
  eqn : H *ᵥ x - (E : ℂ) • x = -(V *ᵥ ψ - ⟪ψ, V *ᵥ ψ⟫ • ψ)
```

In `IsEigenbasis` the eigenvectors carry the same index type as the vector components. There are then as many orthonormal vectors as dimensions, which makes them a basis. Every Hermitian matrix has such a basis, so this hypothesis does not restrict `H` further.

```lean
/-- The vectors `φ k` are an orthonormal basis of eigenvectors of `H` with real energies
`ε k`. -/
structure IsEigenbasis [DecidableEq n] (H : Matrix n n ℂ) (φ : n → n → ℂ) (ε : n → ℝ) :
    Prop where
  ortho : ∀ j k, ⟪φ j, φ k⟫ = if j = k then 1 else 0
  eig : ∀ k, H *ᵥ φ k = (ε k : ℂ) • φ k
```

The functional $J$ is defined for any `y`; orthogonality to `ψ` enters only in the theorem about it.

```lean
/-- The Hylleraas functional of a trial response `y`. -/
def hylleraas (H V : Matrix n n ℂ) (ψ : n → ℂ) (E : ℝ) (y : n → ℂ) : ℂ :=
  ⟪y, H *ᵥ y - (E : ℂ) • y⟫ + ⟪y, V *ᵥ ψ⟫ + ⟪V *ᵥ ψ, y⟫
```

## Conjugation, Hermiticity and completeness

Three lemmas supply the rules used silently in the derivation. The first exchanges the two sides of an overlap at the price of a conjugation.

```lean
/-- Exchanging the two states conjugates their overlap. -/
lemma braket_conj (u v : n → ℂ) : star ⟪u, v⟫ = ⟪v, u⟫ := by
  simp only [dotProduct, star_sum, star_mul, Pi.star_apply, star_star]
```

The second moves a Hermitian matrix from one side of a matrix element to the other.

```lean
/-- A Hermitian matrix may act on either side of a matrix element. -/
lemma hermitian_move {A : Matrix n n ℂ} (hA : A.IsHermitian) (u v : n → ℂ) :
    ⟪u, A *ᵥ v⟫ = ⟪A *ᵥ u, v⟫ := by
  rw [Matrix.star_mulVec, hA.eq, Matrix.dotProduct_mulVec]
```

The third does the same for $H-E$, and this is where the reality of `E` is used.

```lean
/-- For real `E`, the shifted Hamiltonian `H - E` may act on either side of a matrix
element. -/
lemma shifted_move {H : Matrix n n ℂ} (hH : H.IsHermitian) (E : ℝ) (u v : n → ℂ) :
    ⟪u, H *ᵥ v - (E : ℂ) • v⟫ = ⟪H *ᵥ u - (E : ℂ) • u, v⟫ := by
  simp only [dotProduct_sub, star_sub, sub_dotProduct, dotProduct_smul, star_smul,
    smul_dotProduct, Complex.star_def, Complex.conj_ofReal, hermitian_move hH]
```

Completeness is derived from orthonormality. The eigenvectors are the columns of a matrix `U`, and orthonormality says $U^\dagger U=1$. For a square matrix this implies $UU^\dagger=1$, which is then inserted between `u` and `v`.

```lean
/-- Overlaps can be computed by inserting the complete set of eigenstates. -/
lemma completeness [DecidableEq n] {H : Matrix n n ℂ} {φ : n → n → ℂ} {ε : n → ℝ}
    (hb : IsEigenbasis H φ ε) (u v : n → ℂ) :
    ⟪u, v⟫ = ∑ k, ⟪u, φ k⟫ * ⟪φ k, v⟫ := by
  -- the eigenvectors are the columns of a unitary matrix
  let U : Matrix n n ℂ := Matrix.of fun i k => φ k i
  have h1 : Uᴴ * U = 1 := by
    ext j k
    rw [Matrix.one_apply]
    exact hb.ortho j k
  have h2 : U * Uᴴ = 1 := mul_eq_one_comm.mp h1
  calc ⟪u, v⟫ = star u ⬝ᵥ ((U * Uᴴ) *ᵥ v) := by rw [h2, Matrix.one_mulVec]
    _ = (star u ᵥ* U) ⬝ᵥ (Uᴴ *ᵥ v) := by
      rw [← Matrix.mulVec_mulVec, Matrix.dotProduct_mulVec]
    _ = _ := rfl
```

## The projected equation and the energy formula

The index `o` marks the perturbed state and `k` any other. The proof applies $\langle\varphi_k,\cdot\rangle$ to both sides of the response equation, lets `H` act to the left on its eigenvector, and removes the $\psi$ term by orthogonality. The final `linear_combination -h` is the change of sign.

```lean
/-- The Sternheimer equation projected on another eigenstate: energy difference times
amplitude equals the coupling matrix element. -/
theorem projected_equation [DecidableEq n] {H V : Matrix n n ℂ} {φ : n → n → ℂ} {ε : n → ℝ}
    (hH : H.IsHermitian) (hb : IsEigenbasis H φ ε) {o k : n} (hk : k ≠ o) {x : n → ℂ}
    (hx : IsResponse H V (φ o) (ε o) x) :
    ((ε o : ℂ) - ε k) * ⟪φ k, x⟫ = ⟪φ k, V *ᵥ φ o⟫ := by
  have h := congrArg (fun w => ⟪φ k, w⟫) hx.eqn
  simp only [dotProduct_sub, dotProduct_neg, dotProduct_smul, smul_eq_mul] at h
  rw [hermitian_move hH, hb.eig k, star_smul, smul_dotProduct, hb.ortho k o, if_neg hk] at h
  simp only [Complex.star_def, Complex.conj_ofReal, smul_eq_mul] at h
  linear_combination -h
```

The main theorem assumes that `H` and `V` are Hermitian, that an eigenbasis is given, and that `x` is a response of `φ o`. The filter `ε k ≠ ε o` selects states by energy and not by index, so no denominator is zero. The right side is a real number regarded as complex; the equation therefore also says that the matrix element is real.

The proof first moves `V` and inserts completeness, then compares the two sums term by term. The two `by_cases` steps separate the three kinds of term met above: the state itself, a degenerate partner, and a state of different energy. In the last case `hn` writes the squared modulus as a number times its conjugate, and the projected equation multiplied by that conjugate closes the goal.

```lean
/-- For a response `x` of the eigenstate `ψ`, `⟨ψ, V x⟩` is the sum of squared couplings over energy
differences, taken over all eigenstates whose energy differs from that of `ψ`, whether above or
below it. -/
theorem second_order_energy [DecidableEq n] {H V : Matrix n n ℂ} {φ : n → n → ℂ} {ε : n → ℝ}
    (hH : H.IsHermitian) (hV : V.IsHermitian) (hb : IsEigenbasis H φ ε) {o : n} {x : n → ℂ}
    (hx : IsResponse H V (φ o) (ε o) x) :
    ⟪φ o, V *ᵥ x⟫ =
      ((∑ k with ε k ≠ ε o, ‖⟪φ k, V *ᵥ φ o⟫‖ ^ 2 / (ε o - ε k) : ℝ) : ℂ) := by
  rw [hermitian_move hV, completeness hb, Complex.ofReal_sum, Finset.sum_filter]
  refine Finset.sum_congr rfl fun k _ => ?_
  by_cases hko : k = o
  · -- the state itself is absent from the response
    rw [hko, hx.orth]
    simp
  have a := projected_equation hH hb hko hx
  rw [← braket_conj (φ k) (V *ᵥ φ o)]
  by_cases he : ε k = ε o
  · -- a degenerate partner is not coupled when a response exists
    have h0 : ⟪φ k, V *ᵥ φ o⟫ = 0 := by
      rw [← a, he, sub_self, zero_mul]
    rw [if_neg (not_not.mpr he), h0, star_zero, zero_mul]
  · have hne : (ε o : ℂ) - ε k ≠ 0 := by
      exact_mod_cast sub_ne_zero.mpr (Ne.symm he)
    have hn : ((‖⟪φ k, V *ᵥ φ o⟫‖ ^ 2 : ℝ) : ℂ)
        = star ⟪φ k, V *ᵥ φ o⟫ * ⟪φ k, V *ᵥ φ o⟫ := by
      rw [← Complex.normSq_eq_norm_sq, Complex.normSq_eq_conj_mul_self]
      rfl
    rw [if_pos he, Complex.ofReal_div, hn, Complex.ofReal_sub, eq_div_iff hne]
    linear_combination (star ⟪φ k, V *ᵥ φ o⟫) * a
```

For a lowest level the hypothesis `hlow` says that no energy lies below `ε o`; degeneracy is allowed. Each term is then a nonnegative number divided by a nonpositive one. The statement takes the real part because complex numbers are not used with an order here. The name of the theorem refers to the second-order term alone: the first-order energy $\langle\psi,V\psi\rangle$ can have either sign and can raise a lowest level.

```lean
/-- If no eigenstate lies below the eigenstate `ψ`, the real part of `⟨ψ, V x⟩` is not positive for
any response `x` of `ψ`. -/
theorem lowest_level_not_raised [DecidableEq n] {H V : Matrix n n ℂ} {φ : n → n → ℂ}
    {ε : n → ℝ} (hH : H.IsHermitian) (hV : V.IsHermitian) (hb : IsEigenbasis H φ ε) {o : n}
    (hlow : ∀ k, ε o ≤ ε k) {x : n → ℂ} (hx : IsResponse H V (φ o) (ε o) x) :
    (⟪φ o, V *ᵥ x⟫).re ≤ 0 := by
  rw [second_order_energy hH hV hb hx, Complex.ofReal_re]
  exact Finset.sum_nonpos fun k _ =>
    div_nonpos_of_nonneg_of_nonpos (sq_nonneg _) (by linarith [hlow k])
```

## The quadratic form and the Hylleraas functional

The next three results need no eigenbasis, and they hold for any `ψ` that has a response in the sense of `IsResponse`. The first is the linear equation tested against a vector orthogonal to `ψ`.

```lean
/-- Tested against a vector orthogonal to `ψ`, the Sternheimer equation keeps only the
coupling `V ψ` on its right-hand side. -/
lemma weak_equation {H V : Matrix n n ℂ} {ψ x y : n → ℂ} {E : ℝ}
    (hx : IsResponse H V ψ E x) (hy : ⟪ψ, y⟫ = 0) :
    ⟪y, H *ᵥ x - (E : ℂ) • x⟫ = -⟪y, V *ᵥ ψ⟫ := by
  have hy' : ⟪y, ψ⟫ = 0 := by rw [← braket_conj, hy, star_zero]
  rw [hx.eqn, dotProduct_neg, dotProduct_sub, dotProduct_smul, hy', smul_zero, sub_zero]
```

Testing with `x` itself and conjugating gives $\langle\psi,Vx\rangle$ as minus the quadratic form $\langle x,(H-E)x\rangle$.

```lean
/-- For a response `x` of `ψ`, `⟨ψ, V x⟩` is minus the quadratic form `⟨x, (H - E) x⟩`. -/
theorem energy_eq_neg_quadratic {H V : Matrix n n ℂ} (hH : H.IsHermitian)
    (hV : V.IsHermitian) {ψ x : n → ℂ} {E : ℝ} (hx : IsResponse H V ψ E x) :
    ⟪ψ, V *ᵥ x⟫ = -⟪x, H *ᵥ x - (E : ℂ) • x⟫ := by
  have h := congrArg star (weak_equation hx hx.orth)
  rw [star_neg, braket_conj, braket_conj, ← shifted_move hH, ← hermitian_move hV] at h
  rw [h, neg_neg]
```

In the error formula, `h1` is the tested equation for `y`, `h2` is its conjugate, and `h3` is the preceding theorem. The auxiliary identities `e` and `ex` expand the quadratic error into four matrix elements. The last line combines these facts, which is the completion of the square done by hand.

```lean
/-- For a trial vector `y` orthogonal to `ψ`, the Hylleraas functional equals the matrix element
`⟨ψ, V x⟩` of a response `x` plus a term quadratic in the error `y - x`. -/
theorem hylleraas_error {H V : Matrix n n ℂ} (hH : H.IsHermitian) (hV : V.IsHermitian)
    {ψ x y : n → ℂ} {E : ℝ} (hx : IsResponse H V ψ E x) (hy : ⟪ψ, y⟫ = 0) :
    hylleraas H V ψ E y =
      ⟪ψ, V *ᵥ x⟫ + ⟪y - x, H *ᵥ (y - x) - (E : ℂ) • (y - x)⟫ := by
  have h1 := weak_equation hx hy
  have h2 := congrArg star h1
  rw [star_neg, braket_conj, braket_conj, ← shifted_move hH] at h2
  have h3 := energy_eq_neg_quadratic hH hV hx
  -- expand the error term into its four matrix elements
  have e : H *ᵥ (y - x) - (E : ℂ) • (y - x)
      = (H *ᵥ y - (E : ℂ) • y) - (H *ᵥ x - (E : ℂ) • x) := by
    rw [Matrix.mulVec_sub, smul_sub]
    abel
  have ex (a b : n → ℂ) : ⟪y - x, a - b⟫ = ⟪y, a⟫ - ⟪y, b⟫ - ⟪x, a⟫ + ⟪x, b⟫ := by
    rw [star_sub, sub_dotProduct, dotProduct_sub, dotProduct_sub]
    ring
  rw [hylleraas, e, ex]
  linear_combination h1 + h2 - h3
```

## A middle level that is raised

The example has energies $-1$, $0$ and $2$.

```lean
/-- A three-level Hamiltonian with energies -1, 0 and 2. -/
def levels : Matrix (Fin 3) (Fin 3) ℂ := !![-1, 0, 0; 0, 0, 0; 0, 0, 2]
```

The perturbation couples the middle state to each outer state with strength 1.

```lean
/-- A perturbation coupling the middle level to the two outer ones. -/
def coupling : Matrix (Fin 3) (Fin 3) ℂ := !![0, 1, 0; 1, 0, 1; 0, 1, 0]
```

The sum over states for the middle level is
$$\frac{1}{0-(-1)}+\frac{1}{0-2}=1-\frac12=\frac12 .$$
The lower level pushes the middle one up more strongly than the upper level pushes it down. The theorem checks every hypothesis for this system, with the standard unit vectors as eigenbasis, and evaluates the matrix element directly from the response $(1,0,-1/2)$. Lean counts the states from 0, so the middle one is `Pi.single 1 1`. The proof goes through the entries of the matrices and vectors one at a time.

```lean
/-- In the three-level system the middle state has the response `(1, 0, -1/2)` and the
second-order energy `1/2`. -/
theorem three_level_witness :
    levels.IsHermitian ∧ coupling.IsHermitian ∧
    IsEigenbasis levels (fun k => Pi.single k 1) ![-1, 0, 2] ∧
    IsResponse levels coupling (Pi.single 1 1) 0 ![1, 0, -1 / 2] ∧
    ⟪(Pi.single 1 1 : Fin 3 → ℂ), coupling *ᵥ ![1, 0, -1 / 2]⟫ = 1 / 2 := by
  refine ⟨?_, ?_, ⟨?_, ?_⟩, ⟨?_, ?_⟩, ?_⟩
  · ext i j
    fin_cases i <;> fin_cases j <;> simp [levels, Matrix.conjTranspose_apply]
  · ext i j
    fin_cases i <;> fin_cases j <;> simp [coupling, Matrix.conjTranspose_apply]
  · intro j k
    fin_cases j <;> fin_cases k <;> simp [dotProduct, Pi.single_apply]
  · intro k
    ext i
    fin_cases k <;> fin_cases i <;>
      simp [levels, Matrix.mulVec, dotProduct, Pi.single_apply]
  · simp [dotProduct, Pi.single_apply]
  · ext i
    fin_cases i <;>
      norm_num [levels, coupling, Matrix.mulVec, dotProduct, Fin.sum_univ_three,
        Pi.single_apply]
  · simp [coupling, Matrix.mulVec, dotProduct, Fin.sum_univ_three, Pi.single_apply]
    norm_num

end

end SternheimerSecondOrder
```

```lean
#print axioms SternheimerSecondOrder.second_order_energy
-- 'SternheimerSecondOrder.second_order_energy' depends on axioms: [propext, Classical.choice, Quot.sound]
#print axioms SternheimerSecondOrder.lowest_level_not_raised
-- 'SternheimerSecondOrder.lowest_level_not_raised' depends on axioms: [propext, Classical.choice, Quot.sound]
#print axioms SternheimerSecondOrder.hylleraas_error
-- 'SternheimerSecondOrder.hylleraas_error' depends on axioms: [propext, Classical.choice, Quot.sound]
```
